# Linear-response U is independent of the common constant a in X + aJ when the responses are symmetric and only uniform potential shifts give no response

Let X0 and X be the bare and screened response matrices of n sites: entry (i, j) is the change of occupation on site i per unit potential shift on site j. Suppose both are real and symmetric, and that the potentials producing no change of occupation are exactly the uniform ones. Let J be the n × n matrix of ones. Then X0 + aJ and X + aJ are invertible for every real a ≠ 0, and

U = (X0 + aJ)⁻¹ − (X + aJ)⁻¹

is the same matrix for all such a. In the linear-response approach to DFT+U, interaction parameters are obtained from differences of inverse responses like this one; under the assumptions above, a is not an extra parameter of the result.

## The shift common to both inverses

Take n ≥ 1 and write R(a) = X + aJ. Each column of J is a uniform vector, so XJ = 0. Transposing and using the symmetry of X gives JX = 0. Since J² = nJ,

R(a) J = J R(a) = anJ.

Suppose R(a)v = 0. Multiplying by J gives anJv = 0, so Jv = 0: the entries of v sum to zero. What remains of R(a)v = 0 is Xv = 0, so v is uniform, with every entry equal to some c. Then nc = 0, hence v = 0, and R(a) is invertible. Multiplying J R(a) = anJ by the inverse from the right gives

J R(a)⁻¹ = J/(an).

Now let b ≠ 0 be a second constant. Since R(b) = R(a) + (b − a)J,

R(b) R(a)⁻¹ = I + [(b − a)/(an)] J,

where I is the identity. Put s = (1/a − 1/b)/n². Then

R(b) sJ = sbnJ = [(b − a)/(an)] J.

Subtracting the two lines gives R(b)[R(a)⁻¹ − sJ] = I, that is,

R(a)⁻¹ − R(b)⁻¹ = [(1/a − 1/b)/n²] J.

The right-hand side does not contain X. The inverse for X0 therefore shifts by the same matrix, and the shift cancels in U.

Symmetry matters here. The matrix with both rows equal to (1, −1) has exactly the uniform vectors as its kernel, yet adding aJ leaves its two rows equal, so the sum is singular for every a. The kernel condition alone is thus not enough. What symmetry supplies is JX = 0: a potential on one site moves charge between sites without changing the total.

## Response matrices and U in Lean

The sites are the elements of a finite type `n`, and their number is `Fintype.card n`.

```lean
import Mathlib

open Matrix

namespace LinearResponseU

noncomputable section

variable {n : Type*} [Fintype n]

/-- The matrix `J` whose entries are all one. -/
def onesMatrix (n : Type*) : Matrix n n ℝ := Matrix.of fun _ _ => 1
```

The two assumptions on a response are collected in one structure. The equivalence in `ker` says both that a uniform shift changes no occupation and that no other potential goes unanswered. The first part holds at a fixed number of electrons when equal shifts on all sites amount to a constant potential everywhere. The second part excludes, for example, two groups of sites that exchange no charge.

```lean
/-- A static density response matrix between sites: it is real symmetric, and the potential
shifts that produce no change of occupation are exactly the uniform ones. -/
structure IsResponse (X : Matrix n n ℝ) : Prop where
  symm : X.IsSymm
  ker : ∀ v : n → ℝ, X *ᵥ v = 0 ↔ ∃ c : ℝ, v = fun _ => c
```

These properties are assumed, not derived from an electronic-structure calculation. Occupations projected onto localized orbitals can miss part of the charge, and a computed matrix may satisfy the conditions only approximately.

```lean
/-- The regularized response `X + a J`. -/
def regularized (X : Matrix n n ℝ) (a : ℝ) : Matrix n n ℝ := X + a • onesMatrix n
```

The definition of U fixes the sign convention, bare inverse minus screened inverse, and uses one constant `a` for both.

```lean
variable [DecidableEq n]

/-- The linear-response Hubbard matrix `U = (X0 + a J)⁻¹ - (X + a J)⁻¹` from the bare response
`X0` and the screened response `X`, meant for `a` such that both inverses exist. -/
def hubbardU (X0 X : Matrix n n ℝ) (a : ℝ) : Matrix n n ℝ :=
  (regularized X0 a)⁻¹ - (regularized X a)⁻¹
```

## Invertibility of X + aJ

The first lemma is the relation R(a)J = JR(a) = anJ. Here `hXJ` comes from applying `ker` to the vector of ones, and `hJX` from transposing it.

```lean
variable {X X0 : Matrix n n ℝ} {a b : ℝ}

omit [DecidableEq n] in
/-- For a response matrix on `n` sites, `X + a J` multiplied by `J` from either side
gives `a n J`. -/
theorem regularized_ones (hX : IsResponse X) (a : ℝ) :
    regularized X a * onesMatrix n = (a * Fintype.card n) • onesMatrix n ∧
      onesMatrix n * regularized X a = (a * Fintype.card n) • onesMatrix n := by
  have hXJ : X * onesMatrix n = 0 := by
    ext i j
    have h := congrFun ((hX.ker (fun _ => 1)).2 ⟨1, rfl⟩) i
    simpa [onesMatrix, Matrix.mul_apply, Matrix.mulVec, dotProduct] using h
  have hJ : (onesMatrix n)ᵀ = onesMatrix n := by
    ext i j
    rfl
  -- symmetry turns vanishing row sums into vanishing column sums
  have hJX : onesMatrix n * X = 0 := by
    have h := congrArg Matrix.transpose hXJ
    rwa [Matrix.transpose_mul, hX.symm.eq, hJ, Matrix.transpose_zero] at h
  have hJJ : onesMatrix n * onesMatrix n = (Fintype.card n : ℝ) • onesMatrix n := by
    ext i j
    simp [onesMatrix, Matrix.mul_apply]
  constructor
  · rw [regularized, Matrix.add_mul, Matrix.smul_mul, hXJ, hJJ, zero_add, smul_smul]
  · rw [regularized, Matrix.mul_add, Matrix.mul_smul, hJX, hJJ, zero_add, smul_smul]
```

For invertibility, a vanishing determinant would provide a nonzero null vector `v`. The steps `hJv`, `hXv` and `hc` are those made by hand: zero sum, membership in the kernel of X, and a uniform value that must vanish.

```lean
/-- The regularized response `X + a J` is invertible for every nonzero `a`. -/
theorem isUnit_regularized (hX : IsResponse X) (ha : a ≠ 0) : IsUnit (regularized X a) := by
  rw [Matrix.isUnit_iff_isUnit_det, isUnit_iff_ne_zero]
  intro hdet
  obtain ⟨v, hv0, hv⟩ := Matrix.exists_mulVec_eq_zero_iff.2 hdet
  obtain ⟨i, hi⟩ := Function.ne_iff.1 hv0
  have : Nonempty n := ⟨i⟩
  have hn : (Fintype.card n : ℝ) ≠ 0 := Nat.cast_ne_zero.2 Fintype.card_ne_zero
  -- a null vector has vanishing sum, so it is also a null vector of `X`
  have h1 : (a * Fintype.card n) • (onesMatrix n *ᵥ v) = 0 := by
    rw [← Matrix.smul_mulVec, ← (regularized_ones hX a).2, ← Matrix.mulVec_mulVec, hv,
      Matrix.mulVec_zero]
  have hJv : onesMatrix n *ᵥ v = 0 := (smul_eq_zero.1 h1).resolve_left (mul_ne_zero ha hn)
  have hXv : X *ᵥ v = 0 := by
    rwa [regularized, Matrix.add_mulVec, Matrix.smul_mulVec, hJv, smul_zero, add_zero] at hv
  -- hence it is uniform, and a uniform vector of vanishing sum is zero
  obtain ⟨c, rfl⟩ := (hX.ker v).1 hXv
  have hc : (Fintype.card n : ℝ) * c = 0 := by
    simpa [onesMatrix, Matrix.mulVec, dotProduct] using congrFun hJv i
  exact hi ((mul_eq_zero.1 hc).resolve_left hn)
```

## The inverse as a function of a

The next lemma multiplies JR(a) = anJ by the inverse; `eq_inv_smul_iff₀` moves the scalar an to the other side.

```lean
/-- For a response matrix `X` on `n` sites, with `n` at least one, and nonzero `a`,
`J (X + a J)⁻¹ = J / (a n)`. -/
theorem ones_mul_inv [Nonempty n] (hX : IsResponse X) (ha : a ≠ 0) :
    onesMatrix n * (regularized X a)⁻¹ = (a * Fintype.card n)⁻¹ • onesMatrix n := by
  have hn : (Fintype.card n : ℝ) ≠ 0 := Nat.cast_ne_zero.2 Fintype.card_ne_zero
  have hu := (Matrix.isUnit_iff_isUnit_det _).1 (isUnit_regularized hX ha)
  refine (eq_inv_smul_iff₀ (mul_ne_zero ha hn)).2 ?_
  rw [← Matrix.smul_mul, ← (regularized_ones hX a).2, Matrix.mul_assoc,
    Matrix.mul_nonsing_inv _ hu, Matrix.mul_one]
```

Writing X as R(a) − aJ then shows what the regularized inverse does to the response itself. The product is I − J/n, the projector onto vectors whose entries sum to zero. Later proofs do not use this.

```lean
/-- For nonzero `a`, the regularized inverse inverts the response up to the uniform part:
`X (X + a J)⁻¹ = 1 - J / n` on `n` sites. -/
theorem response_mul_inv [Nonempty n] (hX : IsResponse X) (ha : a ≠ 0) :
    X * (regularized X a)⁻¹ = 1 - (Fintype.card n : ℝ)⁻¹ • onesMatrix n := by
  have hu := (Matrix.isUnit_iff_isUnit_det _).1 (isUnit_regularized hX ha)
  have e : X = regularized X a - a • onesMatrix n := by
    rw [regularized, add_sub_cancel_right]
  have hs : a * (a * (Fintype.card n : ℝ))⁻¹ = (Fintype.card n : ℝ)⁻¹ := by
    rw [mul_inv, mul_inv_cancel_left₀ ha]
  calc X * (regularized X a)⁻¹
      = (regularized X a - a • onesMatrix n) * (regularized X a)⁻¹ :=
        congrArg (· * (regularized X a)⁻¹) e
    _ = 1 - (Fintype.card n : ℝ)⁻¹ • onesMatrix n := by
        rw [Matrix.sub_mul, Matrix.mul_nonsing_inv _ hu, Matrix.smul_mul,
          ones_mul_inv hX ha, smul_smul, hs]
```

The shift formula follows the derivation closely: `h1` is R(b)R(a)⁻¹, `hk` is the scalar identity for s, and `h` exhibits a right inverse of R(b). For square matrices that suffices, by `Matrix.inv_eq_right_inv`.

```lean
/-- Changing the nonzero regularization constant from `b` to `a` changes the inverse response
on `n` sites by `(1/a - 1/b) J / n²`. -/
theorem inv_sub_inv [Nonempty n] (hX : IsResponse X) (ha : a ≠ 0) (hb : b ≠ 0) :
    (regularized X a)⁻¹ - (regularized X b)⁻¹ =
      ((1 / a - 1 / b) / (Fintype.card n : ℝ) ^ 2) • onesMatrix n := by
  have hn : (Fintype.card n : ℝ) ≠ 0 := Nat.cast_ne_zero.2 Fintype.card_ne_zero
  have hu := (Matrix.isUnit_iff_isUnit_det _).1 (isUnit_regularized hX ha)
  have e : regularized X b = regularized X a + (b - a) • onesMatrix n := by
    unfold regularized
    module
  have h1 : regularized X b * (regularized X a)⁻¹ =
      1 + ((b - a) * (a * Fintype.card n)⁻¹) • onesMatrix n := by
    rw [e, Matrix.add_mul, Matrix.mul_nonsing_inv _ hu, Matrix.smul_mul,
      ones_mul_inv hX ha, smul_smul]
  have hk : (1 / a - 1 / b) / (Fintype.card n : ℝ) ^ 2 * (b * Fintype.card n) =
      (b - a) * (a * (Fintype.card n : ℝ))⁻¹ := by
    field_simp
  -- the shifted inverse at `a` is a right inverse at `b`
  have h : regularized X b * ((regularized X a)⁻¹ -
      ((1 / a - 1 / b) / (Fintype.card n : ℝ) ^ 2) • onesMatrix n) = 1 := by
    rw [Matrix.mul_sub, Matrix.mul_smul, h1, (regularized_ones hX b).1, smul_smul, hk,
      add_sub_cancel_right]
  rw [Matrix.inv_eq_right_inv h, sub_sub_cancel]
```

## Independence of U from the constant

The main theorem joins invertibility at `a` with equality of U at `a` and `b`. Lean assigns the zero matrix as the inverse of a singular matrix, so the equality has its intended meaning because the inverses exist. The proof treats an empty set of sites separately; otherwise it subtracts the two shift formulas, `h0 - h`.

```lean
/-- Regularized linear-response `U` is well defined: for nonzero `a` both regularized responses
are invertible, and `U` takes the same value for any other nonzero constant `b`. -/
theorem hubbardU_well_defined (hX0 : IsResponse X0) (hX : IsResponse X)
    (ha : a ≠ 0) (hb : b ≠ 0) :
    IsUnit (regularized X0 a) ∧ IsUnit (regularized X a) ∧
      hubbardU X0 X a = hubbardU X0 X b := by
  refine ⟨isUnit_regularized hX0 ha, isUnit_regularized hX ha, ?_⟩
  rcases isEmpty_or_nonempty n with hn | hn
  · ext i j
    exact isEmptyElim i
  · -- both inverses shift by the same multiple of `J`
    have h0 := inv_sub_inv hX0 ha hb
    have h := inv_sub_inv hX ha hb
    unfold hubbardU
    linear_combination (norm := module) h0 - h
```

Since JR(a)⁻¹ is the same for both responses, JU = 0, which says that each column of U sums to zero. For a single site this forces U = 0.

```lean
/-- For response matrices `X0` and `X` and nonzero `a`, the entries in each column of `U` sum to
zero. -/
theorem hubbardU_column_sum (hX0 : IsResponse X0) (hX : IsResponse X) (ha : a ≠ 0) (j : n) :
    ∑ i, hubbardU X0 X a i j = 0 := by
  have : Nonempty n := ⟨j⟩
  have h : onesMatrix n * hubbardU X0 X a = 0 := by
    rw [hubbardU, Matrix.mul_sub, ones_mul_inv hX0 ha, ones_mul_inv hX ha, sub_self]
  simpa [onesMatrix, Matrix.mul_apply] using congrFun (congrFun h j) j
```

## Unequal constants for the two responses

Suppose the two responses are regularized with different constants, a for the bare one and b for the screened one. The shifts then no longer cancel: every entry of U, diagonal or not, moves by (1/a − 1/b)/n². The theorem puts no condition on `X0`, because its inverse appears unchanged on both sides.

```lean
/-- If the bare and screened responses are regularized with different nonzero constants `a` and
`b`, every entry of `U` on `n` sites is shifted by `(1/a - 1/b) / n²`. -/
theorem mismatched_regularization [Nonempty n] (X0 : Matrix n n ℝ) (hX : IsResponse X)
    (ha : a ≠ 0) (hb : b ≠ 0) :
    (regularized X0 a)⁻¹ - (regularized X b)⁻¹ = hubbardU X0 X a +
      ((1 / a - 1 / b) / (Fintype.card n : ℝ) ^ 2) • onesMatrix n := by
  rw [← inv_sub_inv hX ha hb, hubbardU, sub_add_sub_cancel]
```

## Two sites exchanging charge

For two equivalent sites the response has a single parameter c. With c > 0, raising the potential on one site drives charge to the other.

```lean
/-- The response of two equivalent sites that exchange charge with strength `c`. -/
def dimer (c : ℝ) : Matrix (Fin 2) (Fin 2) ℝ := !![-c, c; c, -c]
```

Such a matrix meets both assumptions whenever c ≠ 0: the first row of Xv = 0 forces the two entries of v to agree.

```lean
/-- The two-site matrix `dimer c` with nonzero `c` is a response matrix. -/
theorem isResponse_witness {c : ℝ} (hc : c ≠ 0) : IsResponse (dimer c) where
  symm := Matrix.IsSymm.ext fun i j => by fin_cases i <;> fin_cases j <;> rfl
  ker v := by
    constructor
    · intro h
      have h0 : -c * v 0 + c * v 1 = 0 := by
        simpa [dimer, Matrix.mulVec, dotProduct, Fin.sum_univ_two] using congrFun h 0
      have h1 : v 1 = v 0 := mul_left_cancel₀ hc (by linarith)
      refine ⟨v 0, ?_⟩
      ext i
      fin_cases i
      · rfl
      · exact h1
    · rintro ⟨d, rfl⟩
      ext i
      fin_cases i <;> simp [dimer, Matrix.mulVec, dotProduct, Fin.sum_univ_two]
```

With strengths c0 (bare) and c (screened), the diagonal entry of U is 1/(4c) − 1/(4c0). It is positive when 0 < c < c0, that is, when the screened response is the weaker one. In the proof, `key` gives the explicit inverse for one dimer; its terms 1/(4a) are equal for both responses and disappear from the difference.

```lean
/-- For two sites with nonzero bare and screened strengths `c0` and `c`, and nonzero `a`, the
matrix `U` has diagonal entries `1/(4c) - 1/(4c0)` and off-diagonal entries of opposite sign. -/
theorem hubbardU_dimer {c0 c a : ℝ} (hc0 : c0 ≠ 0) (hc : c ≠ 0) (ha : a ≠ 0) :
    hubbardU (dimer c0) (dimer c) a =
      (1 / (4 * c) - 1 / (4 * c0)) • !![1, -1; -1, 1] := by
  have key : ∀ d : ℝ, d ≠ 0 → (regularized (dimer d) a)⁻¹ =
      !![1 / (4 * a) - 1 / (4 * d), 1 / (4 * a) + 1 / (4 * d);
         1 / (4 * a) + 1 / (4 * d), 1 / (4 * a) - 1 / (4 * d)] := by
    intro d hd
    have hr : ∀ i j, regularized (dimer d) a i j = dimer d i j + a :=
      fun i j => congrArg (dimer d i j + ·) (mul_one a)
    have hm : regularized (dimer d) a = !![-d + a, d + a; d + a, -d + a] := by
      ext i j
      rw [hr]
      fin_cases i <;> fin_cases j <;> simp [dimer]
    rw [hm]
    apply Matrix.inv_eq_right_inv
    ext i j
    fin_cases i <;> fin_cases j <;>
      simp [Matrix.mul_apply, Fin.sum_univ_two] <;>
      field_simp <;> ring
  rw [hubbardU, key c0 hc0, key c hc]
  ext i j
  fin_cases i <;> fin_cases j <;> simp

end

end LinearResponseU
```

```lean
#print axioms LinearResponseU.hubbardU_well_defined
-- 'LinearResponseU.hubbardU_well_defined' depends on axioms: [propext, Classical.choice, Quot.sound]
#print axioms LinearResponseU.hubbardU_column_sum
-- 'LinearResponseU.hubbardU_column_sum' depends on axioms: [propext, Classical.choice, Quot.sound]
#print axioms LinearResponseU.mismatched_regularization
-- 'LinearResponseU.mismatched_regularization' depends on axioms: [propext, Classical.choice, Quot.sound]
#print axioms LinearResponseU.hubbardU_dimer
-- 'LinearResponseU.hubbardU_dimer' depends on axioms: [propext, Classical.choice, Quot.sound]
```
